# Particle–hole symmetry keeps a finite lattice with disordered bipartite hopping uniformly half filled

Let a finite Hermitian fermion Hamiltonian, with any chemical potential included, commute with a unitary particle–hole map that turns each annihilator into its own creator, up to a sign. In the thermal average over all particle numbers, every mode then has occupation one half at every temperature. The hopping may vary from bond to bond, provided that it is real and joins only modes of opposite particle–hole sign, as between two sublattices. In exact diagonalisation of such a finite Hubbard cluster, uniform charge is therefore no sign of uniform hopping.

## Fermions, symmetry and thermal averages

A star denotes the adjoint, written `ᴴ` in Lean. The type `ι` labels modes (site and spin together), while `n` labels the many-body basis and is not an occupation.

```lean
import Mathlib

open Matrix
open scoped ComplexOrder ComplexConjugate

namespace ParticleHoleDensityMatrix

noncomputable section

variable {n ι : Type*} [Fintype n] [DecidableEq n] [DecidableEq ι]
  {H P : Matrix n n ℂ} {c : ι → Matrix n n ℂ} {e : ι → ℂ}
```

The annihilators c_i are matrices. Only their anticommutators with creators are assumed:

c_i c_j* + c_j* c_i = δ_ij

```lean
/-- The mixed canonical anticommutation relations `c_i c_j* + c_j* c_i = δ_ij`. -/
def MixedCAR (c : ι → Matrix n n ℂ) : Prop :=
  ∀ i j, c i * (c j)ᴴ + (c j)ᴴ * c i = if i = j then 1 else 0
```

The particle–hole map P is linear and exchanges empty and filled modes, with signs e_i = ±1 that distinguish the sublattices:

P*P = 1,  P c_i P* = e_i c_i*

```lean
/-- A unitary `P` that turns each annihilator into its creator, up to a sign `e i`. -/
structure IsParticleHole (P : Matrix n n ℂ) (c : ι → Matrix n n ℂ) (e : ι → ℂ) : Prop where
  unitary : Pᴴ * P = 1
  sign : ∀ i, e i = 1 ∨ e i = -1
  map : ∀ i, P * c i * Pᴴ = e i • (c i)ᴴ
```

Write ρ = exp(−βH) for real β. This ρ is unnormalised, and any chemical potential is part of H.

```lean
/-- The Boltzmann matrix `exp(-βH)`. -/
def boltzmann (β : ℝ) (H : Matrix n n ℂ) : Matrix n n ℂ :=
  NormedSpace.exp (((-β : ℝ) : ℂ) • H)
```

The average is ⟨A⟩ = Tr(ρA)/Tr ρ, over the whole matrix space.

```lean
/-- The Gibbs average `Tr(exp(-βH) A) / Tr exp(-βH)`, for `H` with nonzero partition function. -/
def gibbs (β : ℝ) (H A : Matrix n n ℂ) : ℂ :=
  (boltzmann β H * A).trace / (boltzmann β H).trace
```

The density matrix is G_ij = ⟨c_i* c_j⟩; some texts use the transposed index order.

```lean
/-- The one-body density matrix `⟨c_i* c_j⟩`, for `H` with nonzero partition function. -/
def density (β : ℝ) (H : Matrix n n ℂ) (c : ι → Matrix n n ℂ) (i j : ι) : ℂ :=
  gibbs β H ((c i)ᴴ * c j)
```

The hopping operator is T = Σ_ij t_ij c_i* c_j.

```lean
/-- The hopping operator `∑ t_ij c_i* c_j` with real amplitudes. -/
def hopping [Fintype ι] (c : ι → Matrix n n ℂ) (t : ι → ι → ℝ) : Matrix n n ℂ :=
  ∑ i, ∑ j, (t i j : ℂ) • ((c i)ᴴ * c j)
```

## (a) The partition function

For Hermitian H on a nonzero space, show that

ρ* = ρ,  Tr ρ ≠ 0

**Solution.** Since β is real, −βH is Hermitian, and so is its exponential. Put K = exp(−βH/2). Then K*K = ρ (`hsq`), so Tr ρ = Σ_ab |K_ab|². This vanishes only for K = 0, but K is invertible.

```lean
/-- For Hermitian `H` on a nonzero space, the Boltzmann matrix is Hermitian and the partition
function does not vanish. -/
theorem boltzmann_spec [Nonempty n] (β : ℝ) (hH : H.IsHermitian) :
    (boltzmann β H)ᴴ = boltzmann β H ∧ (boltzmann β H).trace ≠ 0 := by
  have herm : ∀ b : ℝ, (boltzmann b H)ᴴ = boltzmann b H := fun b => by
    unfold boltzmann
    rw [← Matrix.exp_conjTranspose, conjTranspose_smul, hH.eq, Complex.star_def,
      Complex.conj_ofReal]
  refine ⟨herm β, fun h0 => ?_⟩
  -- split the Boltzmann matrix into two equal factors
  have hsq : (boltzmann (β / 2) H)ᴴ * boltzmann (β / 2) H = boltzmann β H := by
    have e : ((-(β / 2) : ℝ) : ℂ) + ((-(β / 2) : ℝ) : ℂ) = ((-β : ℝ) : ℂ) := by
      push_cast; ring
    rw [herm]
    unfold boltzmann
    rw [← Matrix.exp_add_of_commute _ _ (Commute.refl _), ← add_smul, e]
  rw [← hsq, Matrix.trace_conjTranspose_mul_self_eq_zero_iff] at h0
  exact (Matrix.isUnit_exp (((-(β / 2) : ℝ) : ℂ) • H)).ne_zero h0
```

## (b) Averages related by symmetry

Let P be unitary, PH = HP and PA = BP. Show that

⟨A⟩ = ⟨B⟩

**Solution.** P commutes with every power of H, hence with ρ. Thus PρA = ρBP (`key`), and by cyclicity

Tr(ρA) = Tr(P*PρA) = Tr(P*ρBP) = Tr(ρBPP*) = Tr(ρB)

```lean
/-- If a unitary `P` commutes with `H` and carries the observable `A` to `B`, then `A` and `B`
have the same Gibbs average. -/
theorem gibbs_eq_of_symmetry (β : ℝ) {A B : Matrix n n ℂ} (hP : Pᴴ * P = 1)
    (hPH : P * H = H * P) (hAB : P * A = B * P) : gibbs β H A = gibbs β H B := by
  have hcomm : Commute P H := hPH
  have hρ : P * boltzmann β H = boltzmann β H * P := (hcomm.smul_right _).exp_right.eq
  have key : P * (boltzmann β H * A) = boltzmann β H * B * P := by
    rw [← Matrix.mul_assoc, hρ, Matrix.mul_assoc, hAB, Matrix.mul_assoc]
  unfold gibbs
  rw [← Matrix.one_mul (boltzmann β H * A), ← hP, Matrix.mul_assoc Pᴴ, key,
    Matrix.trace_mul_comm, Matrix.mul_assoc (boltzmann β H * B), mul_eq_one_comm.mp hP,
    Matrix.mul_one]
```

## (c) Exchanging the indices

For Hermitian H, show that

G_ji = conj(G_ij)

**Solution.** The conjugate of a trace is the trace of the adjoint:

conj Tr(ρ c_i* c_j) = Tr(c_j* c_i ρ) = Tr(ρ c_j* c_i)

Likewise Tr ρ is real. Divide by it.

```lean
omit [DecidableEq ι] in
/-- For Hermitian `H` on a nonzero space, the one-body density matrix is Hermitian. -/
theorem density_conj [Nonempty n] (β : ℝ) (hH : H.IsHermitian)
    (c : ι → Matrix n n ℂ) (i j : ι) : density β H c j i = conj (density β H c i j) := by
  have hρ := (boltzmann_spec β hH).1
  unfold density gibbs
  rw [map_div₀, starRingEnd_apply, starRingEnd_apply, ← trace_conjTranspose,
    ← trace_conjTranspose, conjTranspose_mul, hρ, conjTranspose_mul,
    conjTranspose_conjTranspose, Matrix.trace_mul_comm]
```

## (d) Transforming a bilinear

Show that

P c_i* c_j = e_i e_j (δ_ij − c_j* c_i) P

**Solution.** The defining relation gives P c_j = e_j c_j* P (`hl`), and its adjoint gives P c_i* = e_i c_i P (`hr`). Hence

P c_i* c_j = e_i c_i P c_j = e_i e_j c_i c_j* P

The anticommutator replaces c_i c_j* by δ_ij − c_j* c_i.

```lean
/-- Under the mixed anticommutation relations, a particle-hole map carries `c_i* c_j` to
`e_i e_j (δ_ij - c_j* c_i)`. -/
theorem particleHole_bilinear (hc : MixedCAR c) (h : IsParticleHole P c e) (i j : ι) :
    P * ((c i)ᴴ * c j)
      = ((e i * e j) • ((if i = j then 1 else 0) - (c j)ᴴ * c i)) * P := by
  have hl : P * c j = e j • ((c j)ᴴ * P) := by
    rw [← Matrix.smul_mul, ← h.map, Matrix.mul_assoc (P * c j), h.unitary, Matrix.mul_one]
  have hs : star (e i) = e i := by rcases h.sign i with s | s <;> simp [s]
  -- the adjoint of the defining relation
  have ha := congrArg conjTranspose (h.map i)
  rw [conjTranspose_mul, conjTranspose_mul, conjTranspose_conjTranspose,
    conjTranspose_smul, conjTranspose_conjTranspose, hs, ← Matrix.mul_assoc] at ha
  have hr : P * (c i)ᴴ = e i • (c i * P) := by
    rw [← Matrix.smul_mul, ← ha, Matrix.mul_assoc (P * (c i)ᴴ), h.unitary, Matrix.mul_one]
  rw [← Matrix.mul_assoc, hr, Matrix.smul_mul, Matrix.mul_assoc, hl, Matrix.mul_smul,
    smul_smul, ← Matrix.mul_assoc, eq_sub_of_add_eq (hc i j), Matrix.smul_mul]
```

## (e) Disordered hopping

Let t_ij = t_ji be real, and nonzero only if e_i ≠ e_j. This excludes on-site energies. Show that

T* = T,  PT = TP

**Solution.** T* = Σ_ij t_ij c_j* c_i, which is T after exchanging the summation labels (`Finset.sum_comm`). In each nonzero term i ≠ j and e_i e_j = −1, so (d) gives P c_i* c_j = c_j* c_i P. Summing and relabelling gives PT = TP.

```lean
/-- Under the mixed anticommutation relations, real symmetric hopping between modes of different
sign gives a Hermitian Hamiltonian that commutes with the particle-hole map. -/
theorem hopping_symmetry [Fintype ι] (hc : MixedCAR c) (h : IsParticleHole P c e)
    {t : ι → ι → ℝ} (ht : ∀ i j, t i j = t j i) (hb : ∀ i j, t i j ≠ 0 → e i ≠ e j) :
    (hopping c t).IsHermitian ∧ P * hopping c t = hopping c t * P := by
  unfold Matrix.IsHermitian hopping
  simp only [conjTranspose_sum, conjTranspose_smul, conjTranspose_mul,
    conjTranspose_conjTranspose, Complex.star_def, Complex.conj_ofReal,
    Finset.mul_sum, Finset.sum_mul, Matrix.mul_smul, Matrix.smul_mul]
  constructor <;> refine Finset.sum_comm.trans (Finset.sum_congr rfl fun i _ =>
    Finset.sum_congr rfl fun j _ => ?_) <;> rw [ht i j]
  by_cases h0 : t j i = 0
  · simp [h0]
  · have hs := hb j i h0
    have hne : j ≠ i := fun hji => hs (congrArg e hji)
    have hee : e j * e i = -1 := by
      rcases h.sign j with s | s <;> rcases h.sign i with r | r <;> simp [s, r] at hs ⊢
    rw [particleHole_bilinear hc h j i, hee, if_neg hne, zero_sub, neg_smul_neg, one_smul]
```

## (f) A relation for the density matrix

From here to (h), H is Hermitian and commutes with P. Show that

G_ij = e_i e_j (δ_ij − G_ji)

**Solution.** Apply (b) to the two bilinears in (d), and use ⟨1⟩ = 1, which follows from (a).

```lean
section Symmetric

variable [Nonempty n] (β : ℝ) (hc : MixedCAR c) (hH : H.IsHermitian)
  (h : IsParticleHole P c e) (hPH : P * H = H * P)

include hc hH h hPH

/-- For Hermitian `H` commuting with a particle-hole map, on a nonzero space with the mixed
anticommutation relations, `⟨c_i* c_j⟩ = e_i e_j (δ_ij - ⟨c_j* c_i⟩)`. -/
theorem density_particleHole (i j : ι) :
    density β H c i j = e i * e j * ((if i = j then 1 else 0) - density β H c j i) := by
  have hδ : gibbs β H (if i = j then 1 else 0) = if i = j then 1 else 0 := by
    split_ifs
    · unfold gibbs
      rw [Matrix.mul_one, div_self (boltzmann_spec β hH).2]
    · simp [gibbs]
  unfold density
  rw [gibbs_eq_of_symmetry β h.unitary hPH (particleHole_bilinear hc h i j), ← hδ]
  simp only [gibbs, Matrix.mul_smul, Matrix.mul_sub, Matrix.trace_smul, Matrix.trace_sub,
    smul_eq_mul]
  ring
```

## (g) Modes of equal sign

For e_i = e_j, show that

Re G_ij = δ_ij/2

**Solution.** Now e_i e_j = 1, so (f) and (c) give G_ij = δ_ij − conj(G_ij). Take real parts. The imaginary part stays free for i ≠ j.

```lean
/-- For Hermitian `H` commuting with a particle-hole map, on a nonzero space with the mixed
anticommutation relations, `⟨c_i* c_j⟩` has real part `δ_ij / 2` whenever `i` and `j` carry the same
sign. -/
theorem density_re_of_same_sign {i j : ι} (hij : e i = e j) :
    (density β H c i j).re = if i = j then 1 / 2 else 0 := by
  have hee : e i * e j = 1 := by rw [hij]; rcases h.sign j with s | s <;> simp [s]
  have hG := congrArg Complex.re (density_particleHole β hc hH h hPH i j)
  rw [hee, one_mul, density_conj β hH c i j, Complex.sub_re, Complex.conj_re] at hG
  split_ifs at hG ⊢
  · rw [Complex.one_re] at hG; linarith
  · rw [Complex.zero_re] at hG; linarith
```

## (h) Modes of opposite sign

For e_i ≠ e_j, show that

Im G_ij = 0

**Solution.** Here i ≠ j and e_i e_j = −1, so G_ij = G_ji = conj(G_ij).

```lean
/-- For Hermitian `H` commuting with a particle-hole map, on a nonzero space with the mixed
anticommutation relations, `⟨c_i* c_j⟩` is real whenever `i` and `j` carry different signs. -/
theorem density_im_of_opposite_sign {i j : ι} (hij : e i ≠ e j) :
    (density β H c i j).im = 0 := by
  have hne : i ≠ j := fun h' => hij (congrArg e h')
  have hee : e i * e j = -1 := by
    rcases h.sign i with s | s <;> rcases h.sign j with r | r <;> simp [s, r] at hij ⊢
  have hG := congrArg Complex.im (density_particleHole β hc hH h hPH i j)
  rw [hee, if_neg hne, density_conj β hH c i j, zero_sub, neg_mul_neg, one_mul,
    Complex.conj_im] at hG
  linarith

end Symmetric
```

## (i) Uniform charge with interactions

Let H = T + W, with T as in (e) and W Hermitian, PW = WP. Show that

G_ii = 1/2

**Solution.** H is Hermitian and commutes with P, so (f) gives G_ii = 1 − G_ii.

```lean
/-- On a nonzero space with the mixed anticommutation relations, take real symmetric hopping between
modes of different sign and any Hermitian interaction `W` commuting with the particle-hole map. Then
every mode has mean occupation `1/2`, at every `β`. -/
theorem uniform_charge [Fintype ι] [Nonempty n] (β : ℝ) (hc : MixedCAR c)
    (h : IsParticleHole P c e) {t : ι → ι → ℝ} (ht : ∀ i j, t i j = t j i)
    (hb : ∀ i j, t i j ≠ 0 → e i ≠ e j) {W : Matrix n n ℂ} (hW : W.IsHermitian)
    (hPW : P * W = W * P) (i : ι) : density β (hopping c t + W) c i i = 1 / 2 := by
  obtain ⟨hT, hPT⟩ := hopping_symmetry hc h ht hb
  have hee : e i * e i = 1 := by rcases h.sign i with s | s <;> simp [s]
  have hG := density_particleHole β hc (hT.add hW) h
    (by rw [Matrix.mul_add, Matrix.add_mul, hPT, hPW]) i i
  rw [hee, if_pos rfl, one_mul] at hG
  linear_combination hG / 2
```

The condition on W stands for an interaction balanced between particles and holes. With N_i = c_i* c_i, the Hubbard term U Σ_x (N_x↑ − ½)(N_x↓ − ½) is an example, since each factor changes sign under P. The argument of (b) also shows that any observable odd under P averages to zero, such as a product of three charge deviations N_i − ½. The step to an infinite lattice, where a charge-density wave may break the symmetry, needs a separate argument.

## (j) A dimer that meets the assumptions

In the basis 00, 01, 10, 11, take

c_0 = |00⟩⟨10| + |01⟩⟨11|,  c_1 = |00⟩⟨01| − |10⟩⟨11|

```lean
/-- The two annihilators of a dimer in the basis `00, 01, 10, 11`. -/
def dimerC : Fin 2 → Matrix (Fin 4) (Fin 4) ℂ :=
  ![!![0, 0, 1, 0; 0, 0, 0, 1; 0, 0, 0, 0; 0, 0, 0, 0],
    !![0, 1, 0, 0; 0, 0, 0, 0; 0, 0, 0, -1; 0, 0, 0, 0]]
```

Let P exchange 0 and 1 in both modes.

```lean
/-- The matrix that exchanges empty and filled modes of the dimer. -/
def dimerP : Matrix (Fin 4) (Fin 4) ℂ :=
  !![0, 0, 0, 1; 0, 0, 1, 0; 0, 1, 0, 0; 1, 0, 0, 0]
```

Verify the full anticommutation relations, and show that T = c_0* c_1 + c_1* c_0 is Hermitian and commutes with P, where

P c_0 P* = c_0*,  P c_1 P* = −c_1*

**Solution.** Multiplying out gives the anticommutators; for instance c_0 c_1 = −|00⟩⟨11| = −c_1 c_0. Flipping the labels in c_0 gives |11⟩⟨01| + |10⟩⟨00| = c_0*, and in c_1 gives |11⟩⟨10| − |01⟩⟨00| = −c_1*. The signs differ, so (e) applies to T. Lean checks the matrix identities entry by entry with `fin_cases`.

```lean
set_option maxHeartbeats 400000 in
/-- The dimer obeys all the anticommutation relations, and its Hermitian hopping Hamiltonian
commutes with a particle-hole map of signs `1, -1`. -/
theorem dimer_witness :
    MixedCAR dimerC ∧ (∀ i j, dimerC i * dimerC j + dimerC j * dimerC i = 0) ∧
      IsParticleHole dimerP dimerC ![1, -1] ∧
      (hopping dimerC fun i j => if i = j then 0 else 1).IsHermitian ∧
      dimerP * (hopping dimerC fun i j => if i = j then 0 else 1)
        = (hopping dimerC fun i j => if i = j then 0 else 1) * dimerP := by
  have hc : MixedCAR dimerC := fun i j => by
    ext a b
    simp only [Matrix.add_apply, Matrix.mul_apply, conjTranspose_apply, Fin.sum_univ_four]
    fin_cases i <;> fin_cases j <;> fin_cases a <;> fin_cases b <;> simp [dimerC]
  have hp : IsParticleHole dimerP dimerC ![1, -1] := by
    refine ⟨?_, fun i => ?_, fun i => ?_⟩
    · ext a b
      fin_cases a <;> fin_cases b <;> simp [dimerP, Matrix.mul_apply, Fin.sum_univ_succ]
    · fin_cases i <;> simp
    · fin_cases i <;> ext a b <;> fin_cases a <;> fin_cases b <;>
        simp [dimerC, dimerP, Matrix.mul_apply, Fin.sum_univ_succ]
  refine ⟨hc, fun i j => ?_, hp, hopping_symmetry hc hp (fun i j => ?_) (fun i j => ?_)⟩
  · fin_cases i <;> fin_cases j <;> ext a b <;> fin_cases a <;> fin_cases b <;>
      simp [dimerC]
  · fin_cases i <;> fin_cases j <;> simp
  · fin_cases i <;> fin_cases j <;> norm_num

end

end ParticleHoleDensityMatrix
```

```lean
#print axioms ParticleHoleDensityMatrix.hopping_symmetry
#print axioms ParticleHoleDensityMatrix.density_re_of_same_sign
#print axioms ParticleHoleDensityMatrix.density_im_of_opposite_sign
#print axioms ParticleHoleDensityMatrix.uniform_charge
```

```
'ParticleHoleDensityMatrix.hopping_symmetry' depends on axioms: [propext, Classical.choice, Quot.sound]
'ParticleHoleDensityMatrix.density_re_of_same_sign' depends on axioms: [propext, Classical.choice, Quot.sound]
'ParticleHoleDensityMatrix.density_im_of_opposite_sign' depends on axioms: [propext, Classical.choice, Quot.sound]
'ParticleHoleDensityMatrix.uniform_charge' depends on axioms: [propext, Classical.choice, Quot.sound]
```
